# A band-inverted junction binds a two-band interface state only if the two bulk gaps overlap

Without a limit on the band offset, one may credit every band-inverted junction with a bound interface state. In the sharp, one-dimensional two-band model below, a large enough offset removes it. Let $m_j$ be half the signed gap and $V_j$ the midgap energy on side $j$. For a velocity parameter $v>0$ common to both sides and $m_1<0<m_2$, a bound interface state exists at energy $E$ exactly when

$$|V_1-V_2|<m_2-m_1,\qquad E=\frac{m_2V_1-m_1V_2}{m_2-m_1}.$$

Since $m_2-m_1=|m_1|+|m_2|$, the inequality says that the two bulk gaps overlap. The opposite order, $m_1>0>m_2$, reduces to this one by reflecting the junction and swapping the two spinor components.

```lean
import Mathlib

open Matrix Filter Topology

namespace KaneInterface

noncomputable section
```

## The junction and its states

The Hamiltonian is $H=-iv\sigma_y\,d/dx+m\sigma_x+V$, with $(m_1,V_1)$ for $x<0$ and $(m_2,V_2)$ for $x>0$. Here $m$ is half the signed gap, not an effective mass. At zero wave vector the bulk states $(1,\pm1)/\sqrt2$ have energies $V\pm m$, so a sign change of $m$ swaps them; this is the band inversion. $V$ is the midgap energy, and $v$ is $\hbar$ times the band velocity far from the gap.

```lean
/-- The Pauli matrix `σ_x`. -/
def sigmaX : Matrix (Fin 2) (Fin 2) ℂ := !![0, 1; 1, 0]

/-- The Pauli matrix `σ_y`. -/
def sigmaY : Matrix (Fin 2) (Fin 2) ℂ := !![0, -Complex.I; Complex.I, 0]

/-- The two-band Hamiltonian `-i v σ_y d/dx + m σ_x + V` applied to `ψ` at a point `x`
where `ψ` is differentiable. -/
def kaneH (v m V : ℝ) (ψ : ℝ → Fin 2 → ℂ) (x : ℝ) : Fin 2 → ℂ :=
  (-(Complex.I * v)) • (sigmaY *ᵥ deriv ψ x) + (m : ℂ) • (sigmaX *ᵥ ψ x) + (V : ℂ) • ψ x
```

`IsInterfaceState` requires a continuous, nonzero $\psi$ bounded by $Ce^{-\kappa|x|}$ with $\kappa>0$. The eigenvalue equation holds at every $x\neq0$, so a kink at the interface is allowed. Differentiability is demanded separately because Lean's `deriv` is zero where no derivative exists.

```lean
/-- A nonzero continuous state of energy `E`, exponentially decaying on both sides of a junction
with parameters `(m₁, V₁)` for `x < 0` and `(m₂, V₂)` for `x > 0`. -/
structure IsInterfaceState (v m₁ m₂ V₁ V₂ E : ℝ) (ψ : ℝ → Fin 2 → ℂ) : Prop where
  cont : Continuous ψ
  nonzero : ψ ≠ 0
  left : ∀ x < 0, DifferentiableAt ℝ ψ x ∧ kaneH v m₁ V₁ ψ x = (E : ℂ) • ψ x
  right : ∀ x > 0, DifferentiableAt ℝ ψ x ∧ kaneH v m₂ V₂ ψ x = (E : ℂ) • ψ x
  decay : ∃ C κ : ℝ, 0 < κ ∧ ∀ x, ‖ψ x‖ ≤ C * Real.exp (-(κ * |x|))
```

Continuity at $x=0$ stands for equal $v$ on both sides and no interface potential. Deriving this envelope model from a real crystal is a separate step.

## Real equations on a half-line

With $\varepsilon=E-V$ and real components $p,q$, the equation $H\psi=E\psi$ reads

$$vp'=\varepsilon q-mp,\qquad vq'=mq-\varepsilon p.$$

```lean
/-- For `v ≠ 0`, this says that the continuous real components `p, q` solve the bulk equations for
`x > 0` at energy `ε` from midgap and vanish at infinity. -/
structure IsDecayingMode (v m ε : ℝ) (p q : ℝ → ℝ) : Prop where
  cont_p : Continuous p
  cont_q : Continuous q
  deriv_p : ∀ x > 0, HasDerivAt p ((ε * q x - m * p x) / v) x
  deriv_q : ∀ x > 0, HasDerivAt q ((m * q x - ε * p x) / v) x
  lim_p : Tendsto p atTop (𝓝 0)
  lim_q : Tendsto q atTop (𝓝 0)
```

For complex $\psi$, the same pair follows by multiplying out the Pauli matrices.

```lean
/-- The eigenvalue equation at a point is a pair of first-order equations for the components. -/
theorem kaneH_eq_iff (v m V E : ℝ) (ψ : ℝ → Fin 2 → ℂ) (x : ℝ) :
    kaneH v m V ψ x = (E : ℂ) • ψ x ↔
      (v : ℂ) * deriv ψ x 0 = ((E - V : ℝ) : ℂ) * ψ x 1 - m * ψ x 0 ∧
      (v : ℂ) * deriv ψ x 1 = m * ψ x 1 - ((E - V : ℝ) : ℂ) * ψ x 0 := by
  have sY : ∀ w : Fin 2 → ℂ, sigmaY *ᵥ w = ![-Complex.I * w 1, Complex.I * w 0] := by
    intro w
    ext i
    fin_cases i <;> simp [sigmaY, Matrix.mulVec, dotProduct, Fin.sum_univ_two]
  have sX : ∀ w : Fin 2 → ℂ, sigmaX *ᵥ w = ![w 1, w 0] := by
    intro w
    ext i
    fin_cases i <;> simp [sigmaX, Matrix.mulVec, dotProduct, Fin.sum_univ_two]
  have h0 : kaneH v m V ψ x 0 = -(v * deriv ψ x 1) + m * ψ x 1 + V * ψ x 0 := by
    rw [kaneH, sY, sX]
    change -(Complex.I * v) * (-Complex.I * deriv ψ x 1) + m * ψ x 1 + V * ψ x 0 = _
    linear_combination (v * deriv ψ x 1) * Complex.I_sq
  have h1 : kaneH v m V ψ x 1 = v * deriv ψ x 0 + m * ψ x 0 + V * ψ x 1 := by
    rw [kaneH, sY, sX]
    change -(Complex.I * v) * (Complex.I * deriv ψ x 0) + m * ψ x 0 + V * ψ x 1 = _
    linear_combination (-(v * deriv ψ x 0)) * Complex.I_sq
  rw [funext_iff, Fin.forall_fin_two, h0, h1]
  simp only [Pi.smul_apply, smul_eq_mul]
  push_cast
  constructor
  · rintro ⟨a, b⟩
    exact ⟨by linear_combination b, by linear_combination -a⟩
  · rintro ⟨a, b⟩
    exact ⟨by linear_combination -b, by linear_combination a⟩
```

## What decay forces

A function with zero derivative is both nonincreasing and nondecreasing; if it tends to zero, it is zero.

```lean
/-- A continuous quantity conserved on `x > 0` that vanishes at infinity is zero on `x ≥ 0`. -/
theorem eq_zero_of_conserved {f : ℝ → ℝ} (hc : Continuous f)
    (hd : ∀ x > 0, HasDerivAt f 0 x) (ht : Tendsto f atTop (𝓝 0)) {x : ℝ} (hx : 0 ≤ x) :
    f x = 0 := by
  have hi : ∀ y ∈ interior (Set.Ici (0 : ℝ)), HasDerivAt f 0 y :=
    fun y hy => hd y (by simpa using hy)
  have A := antitoneOn_of_deriv_nonpos (convex_Ici 0) hc.continuousOn
    (fun y hy => (hi y hy).differentiableAt.differentiableWithinAt) (fun y hy => (hi y hy).deriv.le)
  have B := monotoneOn_of_deriv_nonneg (convex_Ici 0) hc.continuousOn
    (fun y hy => (hi y hy).differentiableAt.differentiableWithinAt) (fun y hy => (hi y hy).deriv.ge)
  exact le_antisymm
    (ge_of_tendsto ht ((eventually_ge_atTop x).mono fun y hy => B hx (hx.trans hy) hy))
    (le_of_tendsto ht ((eventually_ge_atTop x).mono fun y hy => A hx (hx.trans hy) hy))
```

Since $v(p^2+q^2)'=2m(q^2-p^2)$ and $v(pq)'=\varepsilon(q^2-p^2)$, the quantity $\varepsilon(p^2+q^2)-2mpq$ is conserved, hence zero.

```lean
/-- For a decaying mode the conserved form `ε (p² + q²) - 2 m p q` is zero on `x ≥ 0`. -/
theorem IsDecayingMode.invariant {v m ε : ℝ} {p q : ℝ → ℝ} (h : IsDecayingMode v m ε p q)
    {x : ℝ} (hx : 0 ≤ x) : ε * (p x * p x + q x * q x) = 2 * m * (p x * q x) := by
  have hp := h.cont_p
  have hq := h.cont_q
  have ht := (((h.lim_p.mul h.lim_p).add (h.lim_q.mul h.lim_q)).const_mul ε).sub
    ((h.lim_p.mul h.lim_q).const_mul (2 * m))
  rw [show ε * ((0 : ℝ) * 0 + 0 * 0) - 2 * m * (0 * 0) = 0 by ring] at ht
  have h0 : ε * (p x * p x + q x * q x) - 2 * m * (p x * q x) = 0 :=
    eq_zero_of_conserved (f := fun y => ε * (p y * p y + q y * q y) - 2 * m * (p y * q y))
      (by fun_prop) (fun y hy => by
        have P := h.deriv_p y hy
        have Q := h.deriv_q y hy
        exact ((((P.fun_mul P).fun_add (Q.fun_mul Q)).const_mul ε).fun_sub
          ((P.fun_mul Q).const_mul (2 * m))).congr_deriv (by ring)) ht hx
  linarith
```

Squaring gives $\varepsilon^2(p^2+q^2)^2=4m^2p^2q^2$. If $|\varepsilon|\ge m>0$, then
$$m^2(q^2-p^2)^2=m^2(p^2+q^2)^2-4m^2p^2q^2\le0.$$
So $p^2=q^2$, the density is constant, and decay makes it vanish.

```lean
/-- For `m > 0`, a decaying mode with `|ε| ≥ m` vanishes on `x ≥ 0`. -/
theorem IsDecayingMode.outside_gap {v m ε : ℝ} {p q : ℝ → ℝ} (h : IsDecayingMode v m ε p q)
    (hm : 0 < m) (hε : m ≤ |ε|) {x : ℝ} (hx : 0 ≤ x) : p x = 0 ∧ q x = 0 := by
  have hp := h.cont_p
  have hq := h.cont_q
  have hε2 : m ^ 2 ≤ ε ^ 2 := by
    rw [← sq_abs ε]
    exact pow_le_pow_left₀ hm.le hε 2
  have ht := (h.lim_p.mul h.lim_p).add (h.lim_q.mul h.lim_q)
  rw [show (0 : ℝ) * 0 + 0 * 0 = 0 by ring] at ht
  refine mul_self_add_mul_self_eq_zero.1 (eq_zero_of_conserved
    (f := fun y => p y * p y + q y * q y) (by fun_prop) (fun y hy => ?_) ht hx)
  -- the invariant forces equal weights of the components, so the density is constant
  have i2 : (ε * (p y * p y + q y * q y)) ^ 2 = (2 * m * (p y * q y)) ^ 2 := by
    rw [h.invariant (le_of_lt hy)]
  have h1 : m ^ 2 * (q y ^ 2 - p y ^ 2) ^ 2 ≤ m ^ 2 * 0 := by
    nlinarith [mul_nonneg (sub_nonneg.2 hε2) (sq_nonneg (p y * p y + q y * q y))]
  have h2 : q y ^ 2 - p y ^ 2 = 0 := (pow_eq_zero_iff two_ne_zero).1
    (le_antisymm (le_of_mul_le_mul_left h1 (by positivity)) (sq_nonneg _))
  have P := h.deriv_p y hy
  have Q := h.deriv_q y hy
  exact ((P.fun_mul P).fun_add (Q.fun_mul Q)).congr_deriv
    (by linear_combination (2 * m / v) * h2)
```

For $m>0$, $e^{-2mx/v}(p^2+q^2)$ has derivative $-(4m/v)e^{-2mx/v}p^2\le0$. A mode that is zero at $x=0$ therefore stays zero.

```lean
/-- For `v, m > 0`, a decaying mode that vanishes at the interface vanishes on `x ≥ 0`. -/
theorem IsDecayingMode.unique {v m ε : ℝ} {p q : ℝ → ℝ} (h : IsDecayingMode v m ε p q)
    (hv : 0 < v) (hm : 0 < m) (h0 : p 0 = 0 ∧ q 0 = 0) {x : ℝ} (hx : 0 ≤ x) :
    p x = 0 ∧ q x = 0 := by
  have hp := h.cont_p
  have hq := h.cont_q
  let f : ℝ → ℝ := fun y => Real.exp (-(2 * m / v * y)) * (p y * p y + q y * q y)
  have hf : Continuous f := by
    change Continuous fun y => Real.exp (-(2 * m / v * y)) * (p y * p y + q y * q y)
    fun_prop
  -- the density grows at most like exp (2 m x / v)
  have hd : ∀ y ∈ interior (Set.Ici (0 : ℝ)),
      HasDerivAt f (-(Real.exp (-(2 * m / v * y)) * (4 * m / v * p y ^ 2))) y := by
    intro y hy
    have hy' : y > 0 := by simpa using hy
    have P := h.deriv_p y hy'
    have Q := h.deriv_q y hy'
    exact ((((hasDerivAt_id' y).const_mul (2 * m / v)).fun_neg.exp).fun_mul
      ((P.fun_mul P).fun_add (Q.fun_mul Q))).congr_deriv (by ring)
  have A := antitoneOn_of_deriv_nonpos (convex_Ici 0) hf.continuousOn
    (fun y hy => (hd y hy).differentiableAt.differentiableWithinAt)
    (fun y hy => by rw [(hd y hy).deriv]; exact neg_nonpos.2 (by positivity))
  have h1 : f x ≤ f 0 := A (Set.mem_Ici.2 le_rfl) hx hx
  have h2 : f 0 = 0 := by simp [f, h0.1, h0.2]
  have h3 : p x * p x + q x * q x ≤ 0 := by
    by_contra hn
    have h4 : 0 < f x := mul_pos (Real.exp_pos _) (not_le.1 hn)
    linarith
  exact mul_self_add_mul_self_eq_zero.1
    (le_antisymm h3 (add_nonneg (mul_self_nonneg _) (mul_self_nonneg _)))
```

The real or imaginary part of $\psi$ supplies $p,q$; `L` is such a projection. Reflection $x\to-x$ turns the left side into a right half-line with parameters $(-m_1,-(E-V_1))$. Flipping only the mass is a natural mistake, and it gives the wrong sign in the matching condition.

```lean
/-- For `v > 0`, a real-linear projection of an interface state gives a decaying mode on the right
and, after reflection `x → -x`, one on the left. -/
theorem IsInterfaceState.project {v m₁ m₂ V₁ V₂ E : ℝ} {ψ : ℝ → Fin 2 → ℂ}
    (h : IsInterfaceState v m₁ m₂ V₁ V₂ E ψ) (hv : 0 < v) (L : ℂ →L[ℝ] ℝ) :
    IsDecayingMode v m₂ (E - V₂) (fun x => L (ψ x 0)) (fun x => L (ψ x 1)) ∧
    IsDecayingMode v (-m₁) (-(E - V₁)) (fun x => L (ψ (-x) 0)) (fun x => L (ψ (-x) 1)) := by
  have hL : ∀ (r : ℝ) (z : ℂ), L ((r : ℂ) * z) = r * L z := fun r z => by
    rw [← Complex.real_smul, map_smul, smul_eq_mul]
  have key : ∀ m V x : ℝ, DifferentiableAt ℝ ψ x ∧ kaneH v m V ψ x = (E : ℂ) • ψ x →
      HasDerivAt (fun y => L (ψ y 0)) (((E - V) * L (ψ x 1) - m * L (ψ x 0)) / v) x ∧
      HasDerivAt (fun y => L (ψ y 1)) ((m * L (ψ x 1) - (E - V) * L (ψ x 0)) / v) x := by
    rintro m V x ⟨hd, he⟩
    obtain ⟨e0, e1⟩ := (kaneH_eq_iff v m V E ψ x).1 he
    have r0 := congrArg L e0
    have r1 := congrArg L e1
    rw [map_sub, hL, hL, hL] at r0 r1
    exact ⟨(L.hasFDerivAt.comp_hasDerivAt x (hasDerivAt_pi.1 hd.hasDerivAt 0)).congr_deriv
        (by rw [eq_div_iff hv.ne']; linear_combination r0),
      (L.hasFDerivAt.comp_hasDerivAt x (hasDerivAt_pi.1 hd.hasDerivAt 1)).congr_deriv
        (by rw [eq_div_iff hv.ne']; linear_combination r1)⟩
  obtain ⟨C, κ, hκ, hb⟩ := h.decay
  have hlim : ∀ g : ℝ → Fin 2 → ℂ, (∀ x, ‖g x‖ ≤ C * Real.exp (-(κ * |x|))) →
      ∀ i, Tendsto (fun x => L (g x i)) atTop (𝓝 0) := by
    intro g hg i
    have t := (Real.tendsto_exp_neg_atTop_nhds_zero.comp
      (tendsto_abs_atTop_atTop.const_mul_atTop hκ)).const_mul C
    rw [mul_zero] at t
    have t2 := ((L.continuous.comp (continuous_apply i)).tendsto (0 : Fin 2 → ℂ)).comp
      (squeeze_zero_norm hg t)
    simpa [Function.comp_def] using t2
  have hc : ∀ i, Continuous fun x => L (ψ x i) :=
    fun i => L.continuous.comp ((continuous_apply i).comp h.cont)
  have hn : ∀ x : ℝ, HasDerivAt (fun y : ℝ => -y) (-1) x := fun x => hasDerivAt_neg x
  have hb' : ∀ x, ‖ψ (-x)‖ ≤ C * Real.exp (-(κ * |x|)) := fun x => by
    simpa only [abs_neg] using hb (-x)
  refine ⟨⟨hc 0, hc 1, fun x hx => (key _ _ x (h.right x hx)).1,
    fun x hx => (key _ _ x (h.right x hx)).2, hlim ψ hb 0, hlim ψ hb 1⟩,
    ⟨(hc 0).comp continuous_neg, (hc 1).comp continuous_neg, fun x hx => ?_, fun x hx => ?_,
    hlim (fun x => ψ (-x)) hb' 0, hlim (fun x => ψ (-x)) hb' 1⟩⟩
  · exact (HasDerivAt.comp (h := fun y : ℝ => -y) x
      (key _ _ (-x) (h.left (-x) (neg_lt_zero.2 hx))).1 (hn x)).congr_deriv (by ring)
  · exact (HasDerivAt.comp (h := fun y : ℝ => -y) x
      (key _ _ (-x) (h.left (-x) (neg_lt_zero.2 hx))).2 (hn x)).congr_deriv (by ring)
```

## An explicit state

Suppose $|V_1-V_2|<m_2-m_1$. Put $s=(V_1-V_2)/(m_2-m_1)$ and $c=\sqrt{1-s^2}>0$, let $E$ be given by the formula at the start, and take

$$\psi(x)=e^{-(c/v)\max(m_1x,\,m_2x)}\begin{pmatrix}1+c\\ s\end{pmatrix}.$$

```lean
/-- The spinor `(1 + c, s)` with envelope `exp (-(c/v) max (m₁ x, m₂ x))`, for `v ≠ 0`. -/
def interfaceState (v m₁ m₂ c s : ℝ) (x : ℝ) : Fin 2 → ℂ :=
  ((Real.exp (-(c / v * max (m₁ * x) (m₂ * x))) : ℝ) : ℂ) • ![((1 + c : ℝ) : ℂ), (s : ℂ)]
```

On each side $\varepsilon=sm$ and $\psi\propto e^{-cmx/v}$. The two equations reduce to
$$-cm(1+c)=s^2m-m(1+c),\qquad -cms=ms-sm(1+c),$$
the first by $s^2+c^2=1$.

```lean
/-- If `ψ` coincides with the wave `exp (-c m y / v) (1 + c, s)` for all `y` near `x`, it is
differentiable and solves the bulk equation at `x`, if `v ≠ 0`, `s² + c² = 1` and `E - V = s m`. -/
theorem evanescent_solves {v m V E c s x : ℝ} {ψ : ℝ → Fin 2 → ℂ} (hv : v ≠ 0)
    (hsc : s ^ 2 + c ^ 2 = 1) (hE : E - V = s * m)
    (h : ψ =ᶠ[𝓝 x] fun y => ((Real.exp (-(c / v * (m * y))) : ℝ) : ℂ) •
      ![((1 + c : ℝ) : ℂ), (s : ℂ)]) :
    DifferentiableAt ℝ ψ x ∧ kaneH v m V ψ x = (E : ℂ) • ψ x := by
  have hr : HasDerivAt (fun y => Real.exp (-(c / v * (m * y))))
      (Real.exp (-(c / v * (m * x))) * (-(c / v * m))) x :=
    ((((hasDerivAt_id' x).const_mul m).const_mul (c / v)).fun_neg.exp).congr_deriv (by ring)
  have hd := (hr.ofReal_comp.smul_const ![((1 + c : ℝ) : ℂ), (s : ℂ)]).congr_of_eventuallyEq h
  refine ⟨hd.differentiableAt, (kaneH_eq_iff v m V E ψ x).2 ?_⟩
  rw [hd.deriv, h.eq_of_nhds]
  generalize Real.exp (-(c / v * (m * x))) = F
  have hc : v * (c / v) = c := by field_simp
  have r0 : v * (F * (-(c / v * m)) * (1 + c)) = (E - V) * (F * s) - m * (F * (1 + c)) := by
    linear_combination (-F * m * (1 + c)) * hc - F * s * hE - F * m * hsc
  have r1 : v * (F * (-(c / v * m)) * s) = m * (F * s) - (E - V) * (F * (1 + c)) := by
    linear_combination (-F * m * s) * hc + F * (1 + c) * hE
  simp only [Pi.smul_apply, smul_eq_mul, Matrix.cons_val_zero, Matrix.cons_val_one]
  exact ⟨by exact_mod_cast r0, by exact_mod_cast r1⟩
```

The maximum is $m_1x$ on the left and $m_2x$ on the right, so $\psi$ decays at rates $c|m_1|/v$ and $cm_2/v$. Dividing by $\sqrt{(1+c)v(m_2-m_1)/(c|m_1|m_2)}$ normalises it.

```lean
/-- For `v > 0`, `m₁ < 0 < m₂`, `c > 0`, `s² + c² = 1` and `E = V₁ + s m₁ = V₂ + s m₂`, the
explicit spinor is an interface state of energy `E`. -/
theorem interfaceState_spec {v m₁ m₂ V₁ V₂ E c s : ℝ} (hv : 0 < v) (h₁ : m₁ < 0) (h₂ : 0 < m₂)
    (hc : 0 < c) (hsc : s ^ 2 + c ^ 2 = 1) (hE₁ : E - V₁ = s * m₁) (hE₂ : E - V₂ = s * m₂) :
    IsInterfaceState v m₁ m₂ V₁ V₂ E (interfaceState v m₁ m₂ c s) where
  cont := (Complex.continuous_ofReal.comp (Real.continuous_exp.comp
    (by fun_prop : Continuous fun x : ℝ => -(c / v * max (m₁ * x) (m₂ * x))))).smul
    continuous_const
  nonzero := by
    intro h
    have h1 : ((Real.exp (-(c / v * max (m₁ * 0) (m₂ * 0))) : ℝ) : ℂ) * ((1 + c : ℝ) : ℂ) = 0 :=
      congrFun (congrFun h 0) 0
    rw [← Complex.ofReal_mul, Complex.ofReal_eq_zero] at h1
    exact (mul_pos (Real.exp_pos _) (by positivity)).ne' h1
  left := fun x hx => evanescent_solves hv.ne' hsc hE₁ (by
    filter_upwards [Iio_mem_nhds hx] with y hy
    have hy' : y < 0 := hy
    have hle : m₂ * y ≤ m₁ * y := by nlinarith
    simp only [interfaceState, max_eq_left hle])
  right := fun x hx => evanescent_solves hv.ne' hsc hE₂ (by
    filter_upwards [Ioi_mem_nhds hx] with y hy
    have hy' : 0 < y := hy
    have hle : m₁ * y ≤ m₂ * y := by nlinarith
    simp only [interfaceState, max_eq_right hle])
  decay := by
    refine ⟨‖![((1 + c : ℝ) : ℂ), (s : ℂ)]‖, c / v * min (-m₁) m₂,
      mul_pos (div_pos hc hv) (lt_min (neg_pos.2 h₁) h₂), fun x => ?_⟩
    rw [interfaceState, norm_smul, Complex.norm_real, Real.norm_eq_abs,
      abs_of_pos (Real.exp_pos _), mul_comm]
    refine mul_le_mul_of_nonneg_left (Real.exp_le_exp.2 (neg_le_neg ?_)) (norm_nonneg _)
    rw [mul_assoc]
    refine mul_le_mul_of_nonneg_left ?_ (div_pos hc hv).le
    rcases le_total 0 x with hx | hx
    · rw [abs_of_nonneg hx]
      exact (mul_le_mul_of_nonneg_right (min_le_right _ _) hx).trans (le_max_right _ _)
    · rw [abs_of_nonpos hx]
      exact (mul_le_mul_of_nonneg_right (min_le_left _ _) (neg_nonneg.2 hx)).trans
        ((neg_mul_neg _ _).le.trans (le_max_left _ _))
```

## Matching at the interface

Take $p,q$ from a real or imaginary part of $\psi$ that is not identically zero. Then $N=p(0)^2+q(0)^2$ is nonzero by the growth estimate. The two invariants give

$$(E-V_1)N=2m_1p(0)q(0),\qquad (E-V_2)N=2m_2p(0)q(0).$$

Hence $(E-V_1)m_2=(E-V_2)m_1$, which is the energy formula. It implies $E-V_2=m_2(V_1-V_2)/(m_2-m_1)$, and $|E-V_2|<m_2$ becomes the offset condition. Conversely, the formula gives $E-V_j=sm_j$ for $j=1,2$, as the explicit state needs.

```lean
/-- For `v > 0` and `m₁ < 0 < m₂`, an interface state of energy `E` exists exactly when
`|V₁ - V₂| < m₂ - m₁` and `E = (m₂ V₁ - m₁ V₂) / (m₂ - m₁)`. -/
theorem exists_interfaceState_iff {v m₁ m₂ : ℝ} (V₁ V₂ E : ℝ) (hv : 0 < v) (h₁ : m₁ < 0)
    (h₂ : 0 < m₂) :
    (∃ ψ, IsInterfaceState v m₁ m₂ V₁ V₂ E ψ) ↔
      |V₁ - V₂| < m₂ - m₁ ∧ E = (m₂ * V₁ - m₁ * V₂) / (m₂ - m₁) := by
  have hd : 0 < m₂ - m₁ := by linarith
  constructor
  · rintro ⟨ψ, h⟩
    obtain ⟨x, hx⟩ := Function.ne_iff.1 h.nonzero
    obtain ⟨i, hi⟩ := Function.ne_iff.1 hx
    have hi' : ψ x i ≠ 0 := hi
    -- the real or the imaginary part is a nonzero real solution
    obtain ⟨L, hL⟩ : ∃ L : ℂ →L[ℝ] ℝ, L (ψ x i) ≠ 0 := by
      by_cases hr : (ψ x i).re = 0
      · exact ⟨Complex.imCLM, fun him => hi' (Complex.ext hr him)⟩
      · exact ⟨Complex.reCLM, hr⟩
    obtain ⟨hR, hLft⟩ := h.project hv L
    have h0 : ¬(L (ψ 0 0) = 0 ∧ L (ψ 0 1) = 0) := by
      intro hz
      have hall : L (ψ x 0) = 0 ∧ L (ψ x 1) = 0 := by
        rcases le_total 0 x with hs | hs
        · exact hR.unique hv h₂ hz hs
        · have hu := hLft.unique hv (neg_pos.2 h₁) (by simpa only [neg_zero] using hz)
            (neg_nonneg.2 hs)
          simpa only [neg_neg] using hu
      exact hL ((Fin.forall_fin_two (p := fun j => L (ψ x j) = 0)).2 hall i)
    have hN : L (ψ 0 0) * L (ψ 0 0) + L (ψ 0 1) * L (ψ 0 1) ≠ 0 :=
      fun hz => h0 (mul_self_add_mul_self_eq_zero.1 hz)
    have hε : |E - V₂| < m₂ := lt_of_not_ge fun hg => h0 (hR.outside_gap h₂ hg le_rfl)
    -- match the two bulk invariants at the interface
    have iR := hR.invariant le_rfl
    have iL := hLft.invariant le_rfl
    simp only [neg_zero] at iL
    have key : (E - V₁) * m₂ = (E - V₂) * m₁ :=
      mul_right_cancel₀ hN (by linear_combination (-m₂) * iL - m₁ * iR)
    constructor
    · rw [abs_lt] at hε ⊢
      have a := mul_pos (by linarith [hε.1] : 0 < E - V₂ + m₂) hd
      have b := mul_pos (by linarith [hε.2] : 0 < m₂ - (E - V₂)) hd
      exact ⟨lt_of_mul_lt_mul_left (a := m₂) (by nlinarith) h₂.le,
        lt_of_mul_lt_mul_left (a := m₂) (by nlinarith) h₂.le⟩
    · rw [eq_div_iff hd.ne']
      linear_combination key
  · rintro ⟨hV, hE⟩
    rw [eq_div_iff hd.ne'] at hE
    obtain ⟨s, hs⟩ : ∃ s, s = (V₁ - V₂) / (m₂ - m₁) := ⟨_, rfl⟩
    have hs1 : |s| < 1 := by rwa [hs, abs_div, abs_of_pos hd, div_lt_one hd]
    have hs2 : 0 < 1 - s ^ 2 := sub_pos.2 ((sq_lt_one_iff_abs_lt_one s).2 hs1)
    rw [eq_div_iff hd.ne'] at hs
    exact ⟨_, interfaceState_spec (c := √(1 - s ^ 2)) (s := s) hv h₁ h₂ (Real.sqrt_pos.2 hs2)
      (by rw [Real.sq_sqrt hs2.le]; ring)
      (mul_right_cancel₀ hd.ne' (by linear_combination hE - m₁ * hs))
      (mul_right_cancel₀ hd.ne' (by linear_combination hE - m₂ * hs))⟩

end

end KaneInterface
```

```lean
#print axioms KaneInterface.exists_interfaceState_iff
-- 'KaneInterface.exists_interfaceState_iff' depends on axioms: [propext, Classical.choice, Quot.sound]
```

## One junction in numbers

Take $v=1$, $m_1=-2$, $m_2=3$, $V_1=3$, $V_2=0$. Then $3<5$ and $E=9/5$, not the mean midgap energy $3/2$. With $s=3/5$ and $c=4/5$, the decay rates are $8/5$ and $12/5$, and the normalised spinor at $x=0$ is $\sqrt{24/125}\,(3,1)$. Raising $V_1$ to $5$ removes the state. Such values can serve as a reference for discretised envelope-function calculations of this non-interacting, one-dimensional junction.
